# Uniform B-splines are exact binomial combinations of B-splines on the half-spaced grid

When a wavefunction expanded in B-splines is moved to a grid of half the spacing that keeps all the old grid points, its new coefficients follow from the old ones by a short weighted sum, with no fitting and no interpolation error. This holds for one-dimensional splines on a uniform grid without boundaries. It rests on the two-scale relation

$$B_p(u)=2^{-p}\sum_{k=0}^{p+1}\binom{p+1}{k}B_p(2u-k),$$

where $B_p$ is the B-spline of degree $p\ge 0$ with knots, the joints of its polynomial pieces, at $0,1,\dots,p+1$. Many texts label it by its order $n=p+1$ instead.

## Splines, translations and grids

```lean
import Mathlib

open Finset

namespace BSplineRefinement

noncomputable section

/-- The truncated power of degree `p`: it equals `x ^ p` for `x ≥ 0` and vanishes for `x < 0`. -/
def truncPow (p : ℕ) (x : ℝ) : ℝ := if 0 ≤ x then x ^ p else 0
```

The truncated power $t_p(x)$ is $x^p$ for $x\ge 0$ and $0$ for $x<0$. For $p=0$ it is a step function with value $1$ at the origin.

```lean
/-- The cardinal B-spline of degree `p` (order `p + 1`) with knots `0, 1, ..., p + 1`,
written as an alternating binomial sum of truncated powers. -/
def bspline (p : ℕ) (u : ℝ) : ℝ :=
  1 / (p.factorial : ℝ) *
    ∑ k ∈ range (p + 2), (-1) ^ k * ((p + 1).choose k : ℝ) * truncPow p (u - k)
```

This defines

$$B_p(u)=\frac1{p!}\sum_{k=0}^{p+1}(-1)^k\binom{p+1}{k}\,t_p(u-k).$$

In Lean, `range (p + 2)` runs over $k=0,\dots,p+1$.

```lean
/-- Translation of a function by `h` to the right, as a linear operator. -/
def shift (h : ℝ) : Module.End ℝ (ℝ → ℝ) where
  toFun f x := f (x - h)
  map_add' _ _ := rfl
  map_smul' _ _ := rfl
```

The translation operator is $(S_hf)(x)=f(x-h)$. The type `Module.End ℝ (ℝ → ℝ)` contains the linear operators on all real functions of a real variable; their product is composition.

```lean
/-- The basis spline number `j` on the grid of spacing `2 ^ (-l)`. -/
def levelSpline (p l : ℕ) (j : ℤ) : ℝ → ℝ := fun x => bspline p (2 ^ l * x - j)
```

On the grid of spacing $2^{-l}$, spline number $j$ is $\varphi_{l,j}(x)=B_p(2^lx-j)$, with $l$ a natural number and $j$ any integer.

```lean
/-- The space of finite linear combinations of the basis splines of degree `p` on the grid
of spacing `2 ^ (-l)`. -/
def splineSpace (p l : ℕ) : Submodule ℝ (ℝ → ℝ) :=
  Submodule.span ℝ (Set.range (levelSpline p l))
```

The space $V_l$ is the span of these splines, that is, all their finite linear combinations.

## Two facts about truncated powers

```lean
/-- For degree `p ≥ 1` the B-spline is given by the formula with `max (u - k) 0 ^ p`. -/
theorem bspline_eq_max {p : ℕ} (hp : 1 ≤ p) (u : ℝ) :
    bspline p u = 1 / (p.factorial : ℝ) *
      ∑ k ∈ range (p + 2), (-1) ^ k * ((p + 1).choose k : ℝ) * max (u - k) 0 ^ p := by
  have ht : ∀ x : ℝ, truncPow p x = max x 0 ^ p := by
    intro x
    unfold truncPow
    split_ifs with h
    · rw [max_eq_left h]
    · rw [max_eq_right (le_of_not_ge h), zero_pow (by omega)]
  simp only [bspline, ht]
```

For $p\ge1$, $t_p(x)=\max(x,0)^p$, which gives the usual formula for $B_p$. The proof checks the two signs of $x$. At $p=0$ the formula would fail, because $0^0=1$ in Lean.

```lean
/-- Doubling the argument of a truncated power of degree `p` multiplies it by `2 ^ p`. -/
theorem truncPow_two_mul (p : ℕ) (x : ℝ) : truncPow p (2 * x) = 2 ^ p * truncPow p x := by
  unfold truncPow
  by_cases h : 0 ≤ x
  · rw [if_pos h, if_pos (by linarith), mul_pow]
  · rw [if_neg h, if_neg (fun h' => h (by linarith)), mul_zero]
```

Doubling the argument preserves its sign, so $t_p(2x)=2^p\,t_p(x)$: for $x\ge0$ this is $(2x)^p=2^px^p$, and for $x<0$ both sides vanish. `by_cases` makes the same split.

## Sums and differences as operators

```lean
/-- Powers of `1 + c S`, where `S` is the translation by `h`, expand into a binomial sum of
translates. -/
theorem shift_binomial (h c : ℝ) (n : ℕ) (f : ℝ → ℝ) (x : ℝ) :
    ((1 + c • shift h) ^ n) f x =
      ∑ k ∈ range (n + 1), c ^ k * (n.choose k : ℝ) * f (x - k * h) := by
  -- repeated translation adds up the displacements
  have hp : ∀ (k : ℕ) (y : ℝ), (shift h ^ k) f y = f (y - k * h) := by
    intro k
    induction k with
    | zero => intro y; simp
    | succ k ih =>
      intro y
      rw [pow_succ', Module.End.mul_apply]
      change (shift h ^ k) f (y - h) = _
      rw [ih]
      congr 1
      push_cast
      ring
  rw [add_comm (1 : Module.End ℝ (ℝ → ℝ)) (c • shift h),
    (Commute.one_right (c • shift h)).add_pow, LinearMap.sum_apply, Finset.sum_apply]
  refine sum_congr rfl fun k _ => ?_
  rw [one_pow, mul_one, smul_pow, ← nsmul_eq_mul', LinearMap.smul_apply,
    LinearMap.smul_apply, Pi.smul_apply, Pi.smul_apply, hp, nsmul_eq_mul, smul_eq_mul]
  ring
```

Repeated translation gives $S_h^kf(x)=f(x-kh)$, by induction on $k$ (`hp` in the proof). Since the identity commutes with $S_h$, the binomial theorem `add_pow` yields

$$\big[(1+cS_h)^nf\big](x)=\sum_{k=0}^n c^k\binom nk f(x-kh).$$

```lean
/-- The `n`-th power of the difference over two grid steps is the `n`-th power of the difference
over one step followed by the `n`-th power of the sum over one step. -/
theorem difference_factor (n : ℕ) :
    (1 + (1 : ℝ) • shift 1) ^ n * (1 + (-1 : ℝ) • shift 1) ^ n =
      (1 + (-1 : ℝ) • shift 2) ^ n := by
  -- both operator identities are checked on a function `f` at a point `x`
  have hc : Commute (1 + (1 : ℝ) • shift 1) (1 + (-1 : ℝ) • shift 1) := by
    change _ * _ = _ * _
    refine LinearMap.ext fun f => funext fun x => ?_
    change (f x + (-1) * f (x - 1)) + 1 * (f (x - 1) + (-1) * f (x - 1 - 1)) =
      (f x + 1 * f (x - 1)) + (-1) * (f (x - 1) + 1 * f (x - 1 - 1))
    ring
  rw [← hc.mul_pow]
  congr 1
  refine LinearMap.ext fun f => funext fun x => ?_
  change (f x + (-1) * f (x - 1)) + 1 * (f (x - 1) + (-1) * f (x - 1 - 1)) =
    f x + (-1) * f (x - 2)
  rw [show x - 1 - 1 = x - 2 by ring]
  ring
```

Two unit translations make one translation by $2$, so

$$(1+S_1)(1-S_1)=1-S_1^2=1-S_2.$$

The factors commute (`hc`), hence $(1+S_1)^n(1-S_1)^n=(1-S_2)^n$. Lean verifies both operator identities by applying them to an arbitrary function at an arbitrary point.

## The two-scale relation

```lean
/-- Two-scale relation: the B-spline of degree `p` is the binomial combination, with prefactor
`2 ^ (-p)`, of its copies compressed by a factor of two. -/
theorem two_scale (p : ℕ) (u : ℝ) :
    bspline p u = 1 / 2 ^ p *
      ∑ k ∈ range (p + 2), ((p + 1).choose k : ℝ) * bspline p (2 * u - k) := by
  -- the B-spline is a repeated backward difference of the truncated power
  have hB : bspline p = (1 / (p.factorial : ℝ)) •
      ((1 + (-1 : ℝ) • shift 1) ^ (p + 1)) (truncPow p) := by
    funext x
    rw [Pi.smul_apply, shift_binomial, smul_eq_mul]
    unfold bspline
    exact congrArg (fun s => 1 / (p.factorial : ℝ) * s)
      (sum_congr rfl fun k _ => by rw [mul_one])
  have key : ∑ k ∈ range (p + 2), ((p + 1).choose k : ℝ) * bspline p (2 * u - k) =
      2 ^ p * bspline p u := by
    calc _ = ((1 + (1 : ℝ) • shift 1) ^ (p + 1)) (bspline p) (2 * u) := by
          rw [shift_binomial]
          exact sum_congr rfl fun k _ => by rw [one_pow, one_mul, mul_one]
      _ = 1 / (p.factorial : ℝ) *
            ((1 + (-1 : ℝ) • shift 2) ^ (p + 1)) (truncPow p) (2 * u) := by
          rw [hB, map_smul, Pi.smul_apply, smul_eq_mul, ← Module.End.mul_apply,
            difference_factor]
      _ = 2 ^ p * bspline p u := by
          -- homogeneity turns double steps on the fine grid into single coarse steps
          rw [shift_binomial]
          unfold bspline
          rw [Finset.mul_sum, Finset.mul_sum, Finset.mul_sum]
          refine sum_congr rfl fun k _ => ?_
          rw [show 2 * u - (k : ℝ) * 2 = 2 * (u - k) by ring, truncPow_two_mul]
          ring
  rw [key]
  field_simp
```

The relation holds for every degree $p$ and every real $u$. By the binomial expansion, the definition of the spline reads

$$B_p=\frac1{p!}(1-S_1)^{p+1}t_p,$$

which is `hB`. The chain in `key` is then

$$\begin{aligned}
\sum_{k=0}^{p+1}\binom{p+1}{k}B_p(2u-k)
&=\big[(1+S_1)^{p+1}B_p\big](2u)\\
&=\frac1{p!}\big[(1-S_2)^{p+1}t_p\big](2u)\\
&=\frac1{p!}\sum_{k=0}^{p+1}(-1)^k\binom{p+1}{k}t_p(2u-2k)\\
&=2^pB_p(u).
\end{aligned}$$

The last line uses $t_p(2(u-k))=2^pt_p(u-k)$. Dividing by $2^p$ finishes the proof.

```lean
/-- The B-spline of degree one is the hat function centred at `1` with half-width `1`. -/
theorem bspline_one_eq_hat (u : ℝ) : bspline 1 u = max (1 - |u - 1|) 0 := by
  rw [bspline_eq_max le_rfl]
  norm_num [Finset.sum_range_succ, Nat.choose]
  rcases max_cases u 0 with ⟨h1, h1'⟩ | ⟨h1, h1'⟩ <;>
  rcases max_cases (u - 1) 0 with ⟨h2, h2'⟩ | ⟨h2, h2'⟩ <;>
  rcases max_cases (u - 2) 0 with ⟨h3, h3'⟩ | ⟨h3, h3'⟩ <;>
  rcases abs_cases (u - 1) with ⟨h4, h4'⟩ | ⟨h4, h4'⟩ <;>
  rcases max_cases (1 - |u - 1|) 0 with ⟨h5, h5'⟩ | ⟨h5, h5'⟩ <;>
  linarith
```

For degree one,

$$B_1(u)=\max(u,0)-2\max(u-1,0)+\max(u-2,0).$$

This is $0$ for $u\le0$, $u$ on $[0,1]$, $2-u$ on $[1,2]$, and $0$ for $u\ge2$: the hat function $\max(1-|u-1|,0)$. Lean splits into cases by sign and closes each with `linarith`.

## Moving to a finer grid

```lean
/-- Each basis spline on a dyadic grid is an explicit combination of `p + 2` basis splines on
the grid of half the spacing. -/
theorem levelSpline_refine (p l : ℕ) (j : ℤ) :
    levelSpline p l j = ∑ k ∈ range (p + 2),
      (((p + 1).choose k : ℝ) / 2 ^ p) • levelSpline p (l + 1) (2 * j + k) := by
  funext x
  simp only [Finset.sum_apply, Pi.smul_apply, smul_eq_mul, levelSpline]
  rw [two_scale p (2 ^ l * x - j), Finset.mul_sum]
  refine sum_congr rfl fun k _ => ?_
  have hx : 2 * (2 ^ l * x - (j : ℝ)) - (k : ℝ) =
      2 ^ (l + 1) * x - ((2 * j + (k : ℤ) : ℤ) : ℝ) := by
    push_cast
    ring
  rw [hx]
  ring
```

Put $u=2^lx-j$ in the two-scale relation. Since $2u-k=2^{l+1}x-(2j+k)$,

$$\varphi_{l,j}=\sum_{k=0}^{p+1}2^{-p}\binom{p+1}{k}\,\varphi_{l+1,\,2j+k}.$$

A function $\sum_jc_j\varphi_{l,j}$ therefore has fine-grid coefficients $d_m=2^{-p}\sum_j\binom{p+1}{m-2j}c_j$, with binomials outside their range read as zero. These splines are not normalised; for splines of unit $L^2$ norm the weights become $2^{-p-1/2}\binom{p+1}{k}$.

```lean
/-- The spline spaces of fixed degree on successively halved grids are nested: every finite
combination of basis splines on a coarse dyadic grid belongs to the spline space of each finer one.
-/
theorem splineSpace_monotone (p : ℕ) : Monotone (splineSpace p) := by
  refine monotone_nat_of_le_succ fun l => Submodule.span_le.2 ?_
  rintro _ ⟨j, rfl⟩
  rw [SetLike.mem_coe, levelSpline_refine]
  exact Submodule.sum_mem _ fun k _ =>
    Submodule.smul_mem _ _ (Submodule.subset_span ⟨_, rfl⟩)

end

end BSplineRefinement
```

`Monotone` means that $l\le m$ implies $V_l\subseteq V_m$. It suffices to compare neighbouring levels, and there to check the basis splines, each of which is a finite combination of finer ones by the previous theorem.

In a variational calculation for a particle on a line, nested trial spaces mean that halving the spacing cannot raise the lowest energy, provided the splines are admissible trial functions. In a finite box with walls at grid points, splines supported inside the box refine by the same rule, into fine splines that also lie inside it. Splines with repeated knots at the walls generally need different weights.

```lean
#print axioms BSplineRefinement.bspline_one_eq_hat
#print axioms BSplineRefinement.splineSpace_monotone
```

```
'BSplineRefinement.bspline_one_eq_hat' depends on axioms: [propext, Classical.choice, Quot.sound]
'BSplineRefinement.splineSpace_monotone' depends on axioms: [propext, Classical.choice, Quot.sound]
```
